# For bounded operators with A self-adjoint and C commuting with A, no commutator [A, X] is closer to C than zero is

## Can better matrices bring [x, p] close to i?

I set $\hbar=1$, write $[A,X]=AX-XA$, and measure errors in the operator norm. If I truncate the harmonic oscillator to its lowest $N$ levels, $[x,p]$ equals $i$ on the diagonal except in the last entry, which is $i(1-N)$. The error $\|[x,p]-i\mathbf 1\|$ is therefore $N$, and it grows with the basis. Could other matrices, or bounded operators in infinite dimension, with $x$ self-adjoint, make the error small?

## No: the error is at least 1

Let $A$ be a self-adjoint element of a unital complex C*-algebra, for example a bounded Hamiltonian. Let $C$ commute with $A$, and let $X$ be any element. Put
$$U(t)=e^{itA},\qquad X_t=U(t)XU(t)^*,\qquad D=[A,X]-C .$$
This $U(t)$, called `propagator` in the code, is the adjoint of the textbook propagator $e^{-itA}$; $X_t$ is the usual Heisenberg evolution. The claim is $\|C\|\le\|D\|$. Your case is $A=x$, $X=p$, $C=i\mathbf 1$, so the error is at least 1, whereas $p=0$ already gives exactly 1.

### Letting X evolve for a long time

Since $A$ is self-adjoint, $U(t)$ is unitary, so $\|X_t\|=\|X\|$. Since $C$ commutes with $A$, it commutes with $U(t)$, and $C_t=C$. The product rule gives
$$\frac{dX_t}{dt}=U(iA)XU^*+UX(-iA)U^*=i\,U[A,X]U^*.$$
Now let $f(t)=X_t-itC$. Then
$$f'(t)=i\,U[A,X]U^*-iC=i\,UDU^*,\qquad \|f'(t)\|=\|D\|.$$
For $T\ge0$ the mean value inequality gives $\|f(T)-f(0)\|\le T\|D\|$. From $iTC=(X_T-X_0)-(f(T)-f(0))$ it follows that
$$T\|C\|\le 2\|X\|+T\|D\|.$$
Dividing by $T>0$ and letting $T\to\infty$ proves the claim.

### What the Lean theorems say

`CStarAlgebra 𝓐` supplies the algebra, and every element of it has a finite norm, so boundedness is built in. `IsSelfAdjoint A` and `Commute A C` are the two physical hypotheses: a Hermitian Hamiltonian and a conserved quantity. Neither $C$ nor $X$ need be self-adjoint. Anderson's inequality is known for normal $A$; `anderson_inequality` treats self-adjoint $A$.

Three consequences follow:

- `infDist_commutators`: the distance from $C$ to the set of all $[A,X]$ is exactly $\|C\|$, because $X=0$ attains the bound.
- `scalar_bound`: $|c|\le\|[A,X]-c\mathbf 1\|$, so $[A,X]$ is never a nonzero scalar. `Nontrivial 𝓐` ensures $\|\mathbf 1\|=1$.
- `commutator_eq_zero`: if $[A,X]$ commutes with $A$, it vanishes, as the choice $C=[A,X]$ shows.

For quantum mechanics in a finite basis, or with bounded operators, the canonical commutation relation thus fails by at least $\hbar$ in norm. The true position and momentum satisfy the relation exactly on a common dense domain. This doesn't contradict the bound: they are unbounded, and the hypotheses exclude them.

```lean
import Mathlib

open Matrix

namespace AndersonInequality

noncomputable section

variable {𝓐 : Type*} [CStarAlgebra 𝓐]

/-- The exponential `exp(i t A)`. For self-adjoint `A` it is the adjoint of the textbook propagator
`exp(-i t A)`, in units with `ħ = 1`. -/
def propagator (A : 𝓐) (t : ℝ) : 𝓐 :=
  NormedSpace.exp (t • (Complex.I • A))

/-- The element `U(t) X U(t)*`, where `U(t) = exp(i t A)`. For self-adjoint `A` it is the Heisenberg
evolution of `X`. -/
def heisenberg (A X : 𝓐) (t : ℝ) : 𝓐 :=
  propagator A t * X * star (propagator A t)

/-- For self-adjoint `A`, the exponential `exp(i t A)` is unitary at every real time `t`. -/
theorem propagator_mem_unitary {A : 𝓐} (hA : IsSelfAdjoint A) (t : ℝ) :
    propagator A t ∈ unitary 𝓐 := by
  have ht : IsSelfAdjoint (t • A) := (IsSelfAdjoint.all t).smul hA
  have h := (selfAdjoint.expUnitary (⟨t • A, ht⟩ : selfAdjoint 𝓐)).2
  rw [selfAdjoint.expUnitary_coe] at h
  have e : t • (Complex.I • A) = Complex.I • (t • A) := smul_comm _ _ _
  rw [propagator, e]
  exact h

/-- Heisenberg evolution under a self-adjoint Hamiltonian preserves the norm. -/
theorem norm_heisenberg {A : 𝓐} (hA : IsSelfAdjoint A) (X : 𝓐) (t : ℝ) :
    ‖heisenberg A X t‖ = ‖X‖ := by
  have h := propagator_mem_unitary hA t
  rw [heisenberg, CStarRing.norm_mul_mem_unitary _ (Unitary.star_mem h),
    CStarRing.norm_mem_unitary_mul _ h]

/-- An element that commutes with the self-adjoint Hamiltonian is constant in time. -/
theorem heisenberg_of_commute {A C : 𝓐} (hA : IsSelfAdjoint A) (hC : Commute A C) (t : ℝ) :
    heisenberg A C t = C := by
  have hc : Commute C (propagator A t) :=
    ((hC.symm.smul_right Complex.I).smul_right t).exp_right
  rw [heisenberg, ← hc.eq, mul_assoc,
    Unitary.mul_star_self_of_mem (propagator_mem_unitary hA t), mul_one]

/-- The Heisenberg equation of motion: for self-adjoint `A`, the rate of change of the evolved
`X` is `i` times the evolved commutator `A X - X A`. -/
theorem hasDerivAt_heisenberg {A : 𝓐} (hA : IsSelfAdjoint A) (X : 𝓐) (t : ℝ) :
    HasDerivAt (heisenberg A X) (Complex.I • heisenberg A (A * X - X * A) t) t := by
  have hU : HasDerivAt (propagator A) (propagator A t * (Complex.I • A)) t :=
    hasDerivAt_exp_smul_const (Complex.I • A) t
  have hs : star (Complex.I • A) = -(Complex.I • A) := by
    rw [star_smul, hA.star_eq, Complex.star_def, Complex.conj_I, neg_smul]
  -- product rule for the two propagators
  have h := (hU.mul_const X).fun_mul hU.star
  refine h.congr_deriv ?_
  rw [star_mul, hs]
  simp only [heisenberg, mul_sub, sub_mul, smul_sub, smul_mul_assoc,
    mul_smul_comm, neg_mul, mul_neg, mul_assoc]
  abel

/-- Finite-time estimate: for self-adjoint `A`, `C` commuting with `A`, and a time `T ≥ 0`,
`T ‖C‖` exceeds `T ‖[A, X] - C‖` by at most `2 ‖X‖`. -/
theorem finite_time_bound {A C : 𝓐} (hA : IsSelfAdjoint A) (hC : Commute A C) (X : 𝓐)
    {T : ℝ} (hT : 0 ≤ T) :
    T * ‖C‖ ≤ T * ‖A * X - X * A - C‖ + 2 * ‖X‖ := by
  let f : ℝ → 𝓐 := fun t => heisenberg A X t - t • (Complex.I • C)
  have hd : ∀ t : ℝ,
      HasDerivAt f (Complex.I • heisenberg A (A * X - X * A - C) t) t := by
    intro t
    have h1 : HasDerivAt (fun s : ℝ => s • (Complex.I • C)) ((1 : ℝ) • (Complex.I • C)) t :=
      (hasDerivAt_id t).smul_const (Complex.I • C)
    refine ((hasDerivAt_heisenberg hA X t).fun_sub h1).congr_deriv ?_
    have h2 : heisenberg A (A * X - X * A - C) t = heisenberg A (A * X - X * A) t - C := by
      conv_rhs => rw [← heisenberg_of_commute hA hC t]
      simp only [heisenberg, mul_sub, sub_mul]
    rw [h2, smul_sub, one_smul]
  have hn : ∀ t : ℝ, ‖Complex.I • heisenberg A (A * X - X * A - C) t‖
      = ‖A * X - X * A - C‖ := by
    intro t
    rw [norm_smul, Complex.norm_I, one_mul, norm_heisenberg hA]
  -- the mean value inequality between times 0 and T
  have key : ‖f T - f 0‖ ≤ ‖A * X - X * A - C‖ * ‖T - 0‖ :=
    Convex.norm_image_sub_le_of_norm_hasDerivWithin_le (s := Set.univ)
      (fun t _ => (hd t).hasDerivWithinAt) (fun t _ => (hn t).le) convex_univ
      (Set.mem_univ _) (Set.mem_univ _)
  rw [sub_zero, Real.norm_of_nonneg hT] at key
  have e : T • (Complex.I • C) = (heisenberg A X T - heisenberg A X 0) - (f T - f 0) := by
    simp only [f, zero_smul]
    abel
  have hl : ‖T • (Complex.I • C)‖ = T * ‖C‖ := by
    rw [norm_smul, norm_smul, Complex.norm_I, one_mul, Real.norm_of_nonneg hT]
  have h3 := norm_sub_le (heisenberg A X T - heisenberg A X 0) (f T - f 0)
  have h4 := norm_sub_le (heisenberg A X T) (heisenberg A X 0)
  rw [← e, hl] at h3
  rw [norm_heisenberg hA, norm_heisenberg hA] at h4
  linarith

/-- **Anderson's inequality** for self-adjoint `A`: if `C` commutes with `A`, then every
commutator `A X - X A` is at distance at least `‖C‖` from `C`. -/
theorem anderson_inequality {A C : 𝓐} (hA : IsSelfAdjoint A) (hC : Commute A C) (X : 𝓐) :
    ‖C‖ ≤ ‖A * X - X * A - C‖ := by
  by_contra hlt
  have hgap : 0 < ‖C‖ - ‖A * X - X * A - C‖ := sub_pos.mpr (not_le.mp hlt)
  -- wait long enough for the linear growth to beat the boundary term
  have hT : 0 ≤ (2 * ‖X‖ + 1) / (‖C‖ - ‖A * X - X * A - C‖) := by positivity
  have h := finite_time_bound hA hC X hT
  have h2 := div_mul_cancel₀ (2 * ‖X‖ + 1) hgap.ne'
  rw [mul_sub] at h2
  linarith

/-- For self-adjoint `A` and `C` commuting with `A`, the distance from `C` to the set of all
commutators `A X - X A` is exactly `‖C‖`. -/
theorem infDist_commutators {A C : 𝓐} (hA : IsSelfAdjoint A) (hC : Commute A C) :
    Metric.infDist C (Set.range fun X : 𝓐 => A * X - X * A) = ‖C‖ := by
  apply le_antisymm
  · have h0 : (0 : 𝓐) ∈ Set.range fun X : 𝓐 => A * X - X * A := ⟨0, by simp⟩
    simpa using Metric.infDist_le_dist_of_mem (x := C) h0
  · rw [Metric.le_infDist (Set.range_nonempty _)]
    rintro _ ⟨X, rfl⟩
    rw [dist_comm, dist_eq_norm]
    exact anderson_inequality hA hC X

/-- In a nontrivial algebra, a commutator with a self-adjoint `A` is at distance at least `|c|`
from the scalar `c`, and it is never equal to a nonzero scalar. -/
theorem scalar_bound [Nontrivial 𝓐] {A : 𝓐} (hA : IsSelfAdjoint A) (X : 𝓐) (c : ℂ) :
    ‖c‖ ≤ ‖A * X - X * A - c • (1 : 𝓐)‖ ∧ (c ≠ 0 → A * X - X * A ≠ c • (1 : 𝓐)) := by
  have h := anderson_inequality hA ((Commute.one_right A).smul_right c) X
  rw [norm_smul, CStarRing.norm_one, mul_one] at h
  refine ⟨h, fun hc he => hc ?_⟩
  rw [he, sub_self, norm_zero] at h
  exact norm_le_zero_iff.mp h

/-- If the commutator of a self-adjoint `A` with `X` itself commutes with `A`, then it
vanishes. -/
theorem commutator_eq_zero {A X : 𝓐} (hA : IsSelfAdjoint A)
    (h : Commute A (A * X - X * A)) : A * X - X * A = 0 := by
  have h1 := anderson_inequality hA h X
  rw [sub_self, norm_zero] at h1
  exact norm_le_zero_iff.mp h1

/-- The Pauli matrix `σz` is self-adjoint, commutes with `diag(2, 5)`, and has a nonzero
commutator with `σx`. -/
theorem anderson_inequality_witness :
    IsSelfAdjoint (!![1, 0; 0, -1] : Matrix (Fin 2) (Fin 2) ℂ) ∧
    Commute (!![1, 0; 0, -1] : Matrix (Fin 2) (Fin 2) ℂ) !![2, 0; 0, 5] ∧
    (!![1, 0; 0, -1] : Matrix (Fin 2) (Fin 2) ℂ) * !![0, 1; 1, 0]
      - !![0, 1; 1, 0] * !![1, 0; 0, -1] ≠ 0 := by
  refine ⟨?_, ?_, fun h => ?_⟩
  · change star _ = _
    ext i j
    fin_cases i <;> fin_cases j <;> simp [Matrix.star_apply]
  · change _ * _ = _ * _
    ext i j
    fin_cases i <;> fin_cases j <;> simp [Matrix.mul_apply, Fin.sum_univ_succ]
  · have h1 := congrFun (congrFun h 0) 1
    norm_num [Matrix.mul_apply, Fin.sum_univ_succ] at h1

/-- The 2 × 2 matrix `A` whose only nonzero entry is `A₀₁ = 1` equals its own commutator `A X - X A`
with `X = diag(0, 1)`, and it is not zero. -/
theorem nilpotent_counterexample :
    (!![0, 1; 0, 0] : Matrix (Fin 2) (Fin 2) ℂ) * !![0, 0; 0, 1]
      - !![0, 0; 0, 1] * !![0, 1; 0, 0] = !![0, 1; 0, 0] ∧
    (!![0, 1; 0, 0] : Matrix (Fin 2) (Fin 2) ℂ) ≠ 0 := by
  refine ⟨?_, fun h => ?_⟩
  · ext i j
    fin_cases i <;> fin_cases j <;> simp
  · have h1 := congrFun (congrFun h 0) 1
    simp at h1

end

end AndersonInequality
```

```lean
#print axioms AndersonInequality.infDist_commutators
#print axioms AndersonInequality.scalar_bound
#print axioms AndersonInequality.commutator_eq_zero
#print axioms AndersonInequality.nilpotent_counterexample
```

```
'AndersonInequality.infDist_commutators' depends on axioms: [propext, Classical.choice, Quot.sound]
'AndersonInequality.scalar_bound' depends on axioms: [propext, Classical.choice, Quot.sound]
'AndersonInequality.commutator_eq_zero' depends on axioms: [propext, Classical.choice, Quot.sound]
'AndersonInequality.nilpotent_counterexample' depends on axioms: [propext, Classical.choice, Quot.sound]
```

### From the calculation to the code

`propagator_mem_unitary`, `norm_heisenberg` and `heisenberg_of_commute` establish unitarity, norm preservation and the constancy of $C$. `hasDerivAt_heisenberg` is the equation of motion. `finite_time_bound` defines the same $f$ and ends with the triangle inequality. In place of a limit, `anderson_inequality` assumes $g=\|C\|-\|D\|>0$ and chooses $T=(2\|X\|+1)/g$. The finite-time bound would then give $2\|X\|+1\le2\|X\|$.

The central device is `Convex.norm_image_sub_le_of_norm_hasDerivWithin_le`. A function with values in $\mathcal A$ need not satisfy a mean value equality: $e^{it}$ returns to its start after $2\pi$, though its derivative never vanishes. A bound on the norm of the derivative over a convex set still limits the displacement. Here the set is all of $\mathbb R$, and no integral is needed.

### Two matrices that break the bound

Some condition on $A$ is needed. Take
$$A=C=\begin{pmatrix}0&1\\0&0\end{pmatrix},\qquad X=\begin{pmatrix}0&0\\0&1\end{pmatrix}.$$
Then $[A,X]=A$, as `nilpotent_counterexample` checks, so $\|D\|=0$ while $\|C\|=1$.

Some condition on $C$ is needed too: with $A=\sigma_z$, $X=\sigma_x$ and $C=[\sigma_z,\sigma_x]=2i\sigma_y$, again $D=0$ and $C\ne0$. With $C=\mathrm{diag}(2,5)$ instead, the hypotheses do hold, as `anderson_inequality_witness` confirms.
